# Bound-state zeros of the s-wave Jost function are simple for a finite-range potential

## A continuous family of decaying solutions

The radial solutions at different energies are treated as one family that depends continuously on the decay constant. Differentiability in the decay constant is not assumed. It is proved at the zeros, where it is needed.

Consider one particle in an s-wave with a real potential that vanishes beyond a radius R > 0. Let U be the potential times 2μ/ħ², where μ is the mass, and write the energy as −ħ²m²/(2μ) with m > 0. Let f(r,m) be the reduced radial function, which is r times the radial wave function, and let p(r,m) = ∂f/∂r be its slope. It obeys on [0,R]

f″ = (U + m²) f,

f(R,m) = exp(−mR), p(R,m) = −m exp(−mR).

The conditions at R join it to the decaying exterior wave exp(−mr). For a bound state f must also vanish at the origin, so that the wave function f/r stays finite there. Bound states are therefore the zeros of the Jost function m ↦ f(0,m), taken here at imaginary momentum.

## The slope formula at a zero

Let M be an open set of positive decay constants, and let f be jointly continuous on [0,R] × M. If m ∈ M and f(0,m) = 0, then f(0,·) is differentiable at m, and

p(0,m) · ∂f/∂m(0,m) = exp(−2mR) + 2m ∫₀ᴿ f(r,m)² dr.

The right side is positive, so the derivative is not zero and the zero is simple. In a shooting calculation for a single particle in such a potential, f(0,m) therefore changes sign at each bound state, and bisection in m converges to it from an interval that has this zero in its interior and contains no other.

## Derivation from the Wronskian

Take m and k in M and set

W(r) = f(r,m) p(r,k) − p(r,m) f(r,k).

In the derivative the products of slopes cancel, and so does U:

W′(r) = (k² − m²) f(r,m) f(r,k).

The matching data give

W(R) = −(k − m) exp(−(m+k)R).

Integrate W′ from 0 to R and define the overlap

J(m,k) = exp(−(m+k)R) + (m+k) ∫₀ᴿ f(r,m) f(r,k) dr.

Since k² − m² = (k − m)(k + m), the result is

p(0,m) f(0,k) − f(0,m) p(0,k) = (k − m) J(m,k).

Now let f(0,m) = 0. The identity becomes

p(0,m) f(0,k) = (k − m) J(m,k).

For k near m, f is bounded on [0,R] by a common constant, so the integral is continuous in k at m by dominated convergence. Moreover J(m,m) > 0, because the exponential is positive and the other term is not negative. Hence J(m,k) > 0 for k close to m. If p(0,m) were zero, the left side would vanish for every k, while the right side does not vanish for k ≠ m close to m. So p(0,m) ≠ 0, and division gives

f(0,k)/(k − m) = J(m,k)/p(0,m) → J(m,m)/p(0,m) as k → m.

The limit is the derivative of the Jost function at m. Multiplying by p(0,m) gives the formula.

The exterior wave contributes

∫ exp(−2mr) dr over (R,∞) = exp(−2mR)/(2m)

to the squared norm. The right side of the formula is therefore 2m times the integral of f² over the whole half line, where f is the unnormalised reduced function of the bound state, continued beyond R by exp(−mr).

## A double zero when m may be negative

Positivity of m matters because a negative m gives a growing exterior wave. Take R = 1 and m = −1, let K be the solution of tan K = K between π and 3π/2, and set U = −(1 + K²). Then

f(r,−1) = e sin(Kr)/sin K

solves the equation, since U + m² = −K². Its value at R = 1 is e, and its slope there is e K cot K = e, as the matching data require. It vanishes at the origin with slope eK/sin K ≠ 0. Using tan K = K, one finds ∫₀¹ f² dr = e²/2, so

exp(−2mR) + 2m ∫₀ᴿ f² dr = e² − e² = 0.

The Wronskian argument still gives the product formula, but now the derivative of the Jost function is zero and the zero is not simple.

## How the Lean statement encodes the physics

The structure `IsJostFamily U R M f p` collects the hypotheses. `f r m` is the solution and `p r m` its radial slope. The fields `deriv_f` and `deriv_p` state the radial equation as two first-order equations, with one-sided derivatives at 0 and R. `cont` is joint continuity, and `val_R` and `slope_R` are the matching data. The expression `f 0` is the Jost function, and `deriv (f 0) m` is its derivative in the decay constant.

Continuity of U is not a hypothesis, but the equation must hold at every point of [0,R]. This excludes a potential step inside the interval, because a derivative has no jumps; a step at R itself is allowed. A potential that diverges as 1/r at the origin is excluded too, even if it is cut off at R, because the slope p(r,m) would diverge at r = 0 wherever f(0,m) ≠ 0. Centrifugal terms, Coulomb tails and complex momenta are not covered. The existence of the family is assumed for general U and established for one square well.

```lean
import Mathlib

open Set Filter MeasureTheory Topology
open scoped Real

namespace JostZeros

noncomputable section

/-- Solutions `f r m` of the radial equation `f'' = (U + m²) f` on `[0, R]`, with radial slope `p r
m`, that match the decaying wave `exp (-m r)` at `R`, for decay constants `m` in an open set `M` of
positive numbers. The radius `R` is positive and `f` is jointly continuous on `[0, R] × M`. -/
structure IsJostFamily (U : ℝ → ℝ) (R : ℝ) (M : Set ℝ) (f p : ℝ → ℝ → ℝ) : Prop where
  R_pos : 0 < R
  isOpen : IsOpen M
  pos : ∀ m ∈ M, 0 < m
  cont : ContinuousOn (fun z : ℝ × ℝ => f z.1 z.2) (Icc 0 R ×ˢ M)
  deriv_f : ∀ m ∈ M, ∀ r ∈ Icc 0 R, HasDerivWithinAt (fun r => f r m) (p r m) (Icc 0 R) r
  deriv_p : ∀ m ∈ M, ∀ r ∈ Icc 0 R,
    HasDerivWithinAt (fun r => p r m) ((U r + m ^ 2) * f r m) (Icc 0 R) r
  val_R : ∀ m ∈ M, f R m = Real.exp (-m * R)
  slope_R : ∀ m ∈ M, p R m = -m * Real.exp (-m * R)

/-- The overlap of the solutions at `m` and `k` on `[0, R]`, times `m + k`, plus the boundary
term `exp (-(m + k) R)`. -/
def jostOverlap (R : ℝ) (f : ℝ → ℝ → ℝ) (m k : ℝ) : ℝ :=
  Real.exp (-(m + k) * R) + (m + k) * ∫ r in (0 : ℝ)..R, f r m * f r k

variable {U : ℝ → ℝ} {R : ℝ} {M : Set ℝ} {f p : ℝ → ℝ → ℝ} {m k : ℝ}

/-- The Wronskian at the origin of the solutions at two decay constants is their difference
times the overlap. -/
theorem wronskian_origin (h : IsJostFamily U R M f p) (hm : m ∈ M) (hk : k ∈ M) :
    p 0 m * f 0 k - f 0 m * p 0 k = (k - m) * jostOverlap R f m k := by
  -- the potential drops out of the derivative of the Wronskian
  have hW : ∀ r ∈ Icc 0 R, HasDerivWithinAt (fun r => f r m * p r k - p r m * f r k)
      ((k ^ 2 - m ^ 2) * (f r m * f r k)) (Icc 0 R) r := by
    intro r hr
    have h1 : HasDerivWithinAt (fun r => f r m * p r k - p r m * f r k)
        ((p r m * p r k + f r m * ((U r + k ^ 2) * f r k)) -
          ((U r + m ^ 2) * f r m * f r k + p r m * p r k)) (Icc 0 R) r :=
      ((h.deriv_f m hm r hr).mul (h.deriv_p k hk r hr)).sub
        ((h.deriv_p m hm r hr).mul (h.deriv_f k hk r hr))
    exact h1.congr_deriv (by ring)
  have hc : ContinuousOn (fun r => f r m * p r k - p r m * f r k) (Icc 0 R) :=
    fun r hr => (hW r hr).continuousWithinAt
  have hd : ∀ r ∈ Ioo 0 R, HasDerivAt (fun r => f r m * p r k - p r m * f r k)
      ((k ^ 2 - m ^ 2) * (f r m * f r k)) r :=
    fun r hr => (hW r (Ioo_subset_Icc_self hr)).hasDerivAt (Icc_mem_nhds hr.1 hr.2)
  have hfm : ContinuousOn (fun r => f r m) (Icc 0 R) :=
    fun r hr => (h.deriv_f m hm r hr).continuousWithinAt
  have hfk : ContinuousOn (fun r => f r k) (Icc 0 R) :=
    fun r hr => (h.deriv_f k hk r hr).continuousWithinAt
  have hint : IntervalIntegrable (fun r => (k ^ 2 - m ^ 2) * (f r m * f r k)) volume 0 R :=
    (continuousOn_const.mul (hfm.mul hfk)).intervalIntegrable_of_Icc h.R_pos.le
  have ftc := intervalIntegral.integral_eq_sub_of_hasDerivAt_of_le h.R_pos.le hc hd hint
  beta_reduce at ftc
  rw [intervalIntegral.integral_const_mul, h.val_R m hm, h.val_R k hk, h.slope_R m hm,
    h.slope_R k hk] at ftc
  have hE : Real.exp (-(m + k) * R) = Real.exp (-m * R) * Real.exp (-k * R) := by
    rw [← Real.exp_add]
    congr 1
    ring
  unfold jostOverlap
  linear_combination -ftc - (k - m) * hE

/-- The overlap depends continuously on the second decay constant where the two coincide. -/
theorem continuousAt_overlap (h : IsJostFamily U R M f p) (hm : m ∈ M) :
    ContinuousAt (fun k => jostOverlap R f m k) m := by
  obtain ⟨ε, hε, hball⟩ := Metric.nhds_basis_closedBall.mem_iff.1 (h.isOpen.mem_nhds hm)
  -- the solutions are uniformly bounded for decay constants near `m`
  obtain ⟨C, hC⟩ := (isCompact_Icc.prod (isCompact_closedBall m ε)).exists_bound_of_continuousOn
    (h.cont.mono (Set.prod_mono subset_rfl hball))
  have hsub : ∀ r ∈ Set.uIoc 0 R, r ∈ Icc 0 R := by
    intro r hr
    rw [Set.uIoc_of_le h.R_pos.le] at hr
    exact Ioc_subset_Icc_self hr
  have hI : ContinuousAt (fun k => ∫ r in (0 : ℝ)..R, f r m * f r k) m := by
    refine intervalIntegral.continuousAt_of_dominated_interval (bound := fun _ => C * C)
      ?_ ?_ intervalIntegrable_const ?_
    · filter_upwards [h.isOpen.mem_nhds hm] with k hk
      have hfm : ContinuousOn (fun r => f r m) (Icc 0 R) :=
        fun r hr => (h.deriv_f m hm r hr).continuousWithinAt
      have hfk : ContinuousOn (fun r => f r k) (Icc 0 R) :=
        fun r hr => (h.deriv_f k hk r hr).continuousWithinAt
      have hint : IntervalIntegrable (fun r => f r m * f r k) volume 0 R :=
        (hfm.mul hfk).intervalIntegrable_of_Icc h.R_pos.le
      exact (intervalIntegrable_iff.1 hint).aestronglyMeasurable
    · filter_upwards [Metric.closedBall_mem_nhds m hε] with k hk
      refine Filter.Eventually.of_forall fun r hr => ?_
      have h1 := hC (r, m) ⟨hsub r hr, Metric.mem_closedBall_self hε.le⟩
      have h2 := hC (r, k) ⟨hsub r hr, hk⟩
      rw [norm_mul]
      exact mul_le_mul h1 h2 (norm_nonneg _) ((norm_nonneg _).trans h1)
    · refine Filter.Eventually.of_forall fun r hr => ?_
      have hc : ContinuousOn (fun k => f r k) M :=
        h.cont.comp (Continuous.continuousOn (by fun_prop : Continuous fun k : ℝ => (r, k)))
          (fun k hk => ⟨hsub r hr, hk⟩)
      exact continuousAt_const.mul (hc.continuousAt (h.isOpen.mem_nhds hm))
  have h1 : ContinuousAt (fun k : ℝ => Real.exp (-(m + k) * R)) m := by fun_prop
  have h2 : ContinuousAt (fun k : ℝ => m + k) m := by fun_prop
  exact h1.add (h2.mul hI)

/-- The overlap of a solution with itself is positive. -/
theorem overlap_self_pos (h : IsJostFamily U R M f p) (hm : m ∈ M) :
    0 < jostOverlap R f m m := by
  have hI : 0 ≤ ∫ r in (0 : ℝ)..R, f r m * f r m :=
    intervalIntegral.integral_nonneg h.R_pos.le (fun r _ => mul_self_nonneg _)
  have hp := h.pos m hm
  unfold jostOverlap
  positivity

/-- A solution that vanishes at the origin has non-zero slope there. -/
theorem slope_ne_zero (h : IsJostFamily U R M f p) (hm : m ∈ M) (h0 : f 0 m = 0) :
    p 0 m ≠ 0 := by
  intro hp
  -- otherwise the overlap would vanish at all nearby decay constants
  have ev : ∀ᶠ k in 𝓝[≠] m, k ∈ M ∧ 0 < jostOverlap R f m k ∧ k ≠ m := by
    filter_upwards [mem_nhdsWithin_of_mem_nhds (h.isOpen.mem_nhds hm),
      mem_nhdsWithin_of_mem_nhds ((continuousAt_overlap h hm).preimage_mem_nhds
        (Ioi_mem_nhds (overlap_self_pos h hm))), self_mem_nhdsWithin] with k a b c
    exact ⟨a, b, c⟩
  obtain ⟨k, hk, hpos, hne⟩ := ev.exists
  apply mul_ne_zero (sub_ne_zero.2 hne) hpos.ne'
  rw [← wronskian_origin h hm hk, h0, hp]
  ring

/-- Simplicity of Jost zeros: if `f 0 m = 0`, the Jost function `k ↦ f 0 k` is differentiable
at `m`, its derivative times the radial slope is `exp (-2mR) + 2m ∫ f²`, and the derivative is
not zero. -/
theorem jost_zero_simple (h : IsJostFamily U R M f p) (hm : m ∈ M) (h0 : f 0 m = 0) :
    DifferentiableAt ℝ (f 0) m ∧
    p 0 m * deriv (f 0) m =
      Real.exp (-2 * m * R) + 2 * m * ∫ r in (0 : ℝ)..R, f r m ^ 2 ∧
    deriv (f 0) m ≠ 0 := by
  have hp := slope_ne_zero h hm h0
  -- the difference quotient is the overlap divided by the slope
  have hd : HasDerivAt (f 0) (jostOverlap R f m m / p 0 m) m := by
    rw [hasDerivAt_iff_tendsto_slope]
    have ht : Tendsto (fun k => jostOverlap R f m k / p 0 m) (𝓝[≠] m)
        (𝓝 (jostOverlap R f m m / p 0 m)) :=
      ((continuousAt_overlap h hm).div_const _).tendsto.mono_left nhdsWithin_le_nhds
    refine ht.congr' ?_
    filter_upwards [mem_nhdsWithin_of_mem_nhds (h.isOpen.mem_nhds hm),
      self_mem_nhdsWithin] with k hk hne
    have hid := wronskian_origin h hm hk
    rw [h0] at hid
    have hkm : k - m ≠ 0 := sub_ne_zero.2 hne
    rw [slope_def_field, h0, sub_zero, div_eq_div_iff hp hkm]
    linear_combination -hid
  have hself : jostOverlap R f m m =
      Real.exp (-2 * m * R) + 2 * m * ∫ r in (0 : ℝ)..R, f r m ^ 2 := by
    unfold jostOverlap
    rw [show -(m + m) * R = -2 * m * R by ring, show m + m = 2 * m by ring]
    simp only [sq]
  refine ⟨hd.differentiableAt, ?_, ?_⟩
  · rw [hd.deriv, ← hself, mul_div_cancel₀ _ hp]
  · rw [hd.deriv]
    exact div_ne_zero (overlap_self_pos h hm).ne' hp

/-- At a Jost zero, slope times derivative is `2m` times the squared norm on the half line of
the solution continued beyond `R` by `exp (-m r)`. -/
theorem jost_zero_norm (h : IsJostFamily U R M f p) (hm : m ∈ M) (h0 : f 0 m = 0) :
    p 0 m * deriv (f 0) m =
      2 * m * ((∫ r in (0 : ℝ)..R, f r m ^ 2) + ∫ r in Ioi R, Real.exp (-m * r) ^ 2) := by
  have hpos := h.pos m hm
  have hfun : (fun r : ℝ => Real.exp (-m * r) ^ 2) = fun r => Real.exp (-(2 * m * r)) := by
    funext r
    rw [sq, ← Real.exp_add]
    congr 1
    ring
  have t := integral_comp_mul_left_Ioi (fun x : ℝ => Real.exp (-x)) R
    (show 0 < 2 * m by positivity)
  rw [integral_exp_neg_Ioi, smul_eq_mul] at t
  rw [(jost_zero_simple h hm h0).2.1, hfun, t, mul_add, ← mul_assoc (2 * m) (2 * m)⁻¹,
    mul_inv_cancel₀ (by positivity), one_mul, add_comm,
    show -2 * m * R = -(2 * m * R) by ring]

/-- Jost zeros are isolated: near a zero `m` the Jost function has no other zero. -/
theorem jost_zero_isolated (h : IsJostFamily U R M f p) (hm : m ∈ M) (h0 : f 0 m = 0) :
    ∀ᶠ k in 𝓝[≠] m, f 0 k ≠ 0 :=
  (jost_zero_simple h hm h0).1.hasDerivAt.eventually_ne (jost_zero_simple h hm h0).2.2

/-- Wave number inside the square well `U = -2`, for `0 < m < √2`. -/
def wellK (m : ℝ) : ℝ := √(2 - m ^ 2)

/-- Solution in the square well `U = -2` of radius `3π/4`, for `0 < m < √2`. -/
def wellF (r m : ℝ) : ℝ :=
  Real.exp (-m * (3 * π / 4)) * (Real.cos (wellK m * (3 * π / 4 - r)) +
    m / wellK m * Real.sin (wellK m * (3 * π / 4 - r)))

/-- Radial slope of the square-well solution, for `0 < m < √2`. -/
def wellP (r m : ℝ) : ℝ :=
  Real.exp (-m * (3 * π / 4)) * (wellK m * Real.sin (wellK m * (3 * π / 4 - r)) -
    m * Real.cos (wellK m * (3 * π / 4 - r)))

/-- The square well `U = -2` of radius `3π/4` gives a Jost family for `0 < m < √2`, with a
Jost zero at `m = 1`. -/
theorem squareWell_witness :
    IsJostFamily (fun _ => -2) (3 * π / 4) (Ioo 0 √2) wellF wellP ∧
      (1 : ℝ) ∈ Ioo 0 √2 ∧ wellF 0 1 = 0 := by
  have hpos : ∀ m ∈ Ioo 0 √2, 0 < 2 - m ^ 2 := by
    intro m hm
    nlinarith [Real.sq_sqrt (show (0 : ℝ) ≤ 2 by norm_num),
      mul_pos (sub_pos.2 hm.2) (add_pos hm.1 (hm.1.trans hm.2))]
  have hK : ∀ m ∈ Ioo 0 √2, wellK m ≠ 0 := fun m hm => (Real.sqrt_pos.2 (hpos m hm)).ne'
  have hθ : ∀ m r : ℝ, HasDerivAt (fun r => wellK m * (3 * π / 4 - r)) (-wellK m) r :=
    fun m r => (((hasDerivAt_id' r).const_sub (3 * π / 4)).const_mul (wellK m)).congr_deriv
      (by ring)
  refine ⟨⟨by positivity, isOpen_Ioo, fun m hm => hm.1, ?_, ?_, ?_, ?_, ?_⟩, ⟨one_pos, ?_⟩, ?_⟩
  · have hc : Continuous wellK := by
      unfold wellK
      fun_prop
    have hφ : Continuous (fun z : ℝ × ℝ => wellK z.2 * (3 * π / 4 - z.1)) :=
      (hc.comp continuous_snd).mul (by fun_prop)
    have he : Continuous (fun z : ℝ × ℝ => Real.exp (-z.2 * (3 * π / 4))) := by fun_prop
    exact he.continuousOn.mul ((Real.continuous_cos.comp hφ).continuousOn.add
      ((continuous_snd.continuousOn.div (hc.comp continuous_snd).continuousOn
        (fun z hz => hK z.2 hz.2)).mul (Real.continuous_sin.comp hφ).continuousOn))
  · intro m hm r _
    have hq : m / wellK m * wellK m = m := div_mul_cancel₀ _ (hK m hm)
    have h1 := ((hθ m r).cos.add ((hθ m r).sin.const_mul (m / wellK m))).const_mul
      (Real.exp (-m * (3 * π / 4)))
    refine (h1.congr_deriv ?_).hasDerivWithinAt
    unfold wellP
    linear_combination (-Real.exp (-m * (3 * π / 4)) *
      Real.cos (wellK m * (3 * π / 4 - r))) * hq
  · intro m hm r _
    have hq : m / wellK m * wellK m = m := div_mul_cancel₀ _ (hK m hm)
    have hs : wellK m ^ 2 = 2 - m ^ 2 := Real.sq_sqrt (hpos m hm).le
    have h1 := (((hθ m r).sin.const_mul (wellK m)).sub ((hθ m r).cos.const_mul m)).const_mul
      (Real.exp (-m * (3 * π / 4)))
    refine (h1.congr_deriv ?_).hasDerivWithinAt
    show _ = (-2 + m ^ 2) * wellF r m
    unfold wellF
    generalize m / wellK m = q at hq ⊢
    linear_combination (-Real.exp (-m * (3 * π / 4)) *
      (Real.cos (wellK m * (3 * π / 4 - r)) + q * Real.sin (wellK m * (3 * π / 4 - r)))) * hs +
      (Real.exp (-m * (3 * π / 4)) * Real.sin (wellK m * (3 * π / 4 - r)) * wellK m) * hq
  · intro m _
    simp [wellF]
  · intro m _
    simp only [wellP, sub_self, mul_zero, Real.sin_zero, Real.cos_zero]
    ring
  · rw [Real.lt_sqrt (by norm_num)]
    norm_num
  · have h1 : wellK 1 = 1 := by
      unfold wellK
      norm_num
    unfold wellF
    rw [h1, show (1 : ℝ) * (3 * π / 4 - 0) = π - π / 4 by ring, Real.cos_pi_sub,
      Real.sin_pi_sub, Real.cos_pi_div_four, Real.sin_pi_div_four]
    ring

end

end JostZeros
```

```lean
#print axioms JostZeros.jost_zero_simple
-- 'JostZeros.jost_zero_simple' depends on axioms: [propext, Classical.choice, Quot.sound]
#print axioms JostZeros.jost_zero_norm
-- 'JostZeros.jost_zero_norm' depends on axioms: [propext, Classical.choice, Quot.sound]
#print axioms JostZeros.jost_zero_isolated
-- 'JostZeros.jost_zero_isolated' depends on axioms: [propext, Classical.choice, Quot.sound]
```

## How the proof follows the derivation

`wronskian_origin` is the identity for two decay constants. The statement `hW` computes W′, and `ring` carries out the cancellation of U. The fundamental theorem of calculus then gives `ftc`, the matching data are substituted, and `linear_combination` collects the terms into (k − m) J(m,k).

`continuousAt_overlap` supplies the limit. Compactness of [0,R] times a small closed ball around m gives the bound C on |f|, and C² dominates the integrand. `overlap_self_pos` proves J(m,m) > 0.

`slope_ne_zero` is the argument by contradiction. It picks a k ≠ m in M with positive overlap and finds that a non-zero product equals zero. This route needs no uniqueness theorem for the differential equation.

`jost_zero_simple` writes the derivative as a limit of difference quotients through `hasDerivAt_iff_tendsto_slope`. Near m, each quotient is replaced by J(m,k)/p(0,m), whose limit is known from continuity. The three parts of the conclusion are differentiability, the product formula and the non-zero derivative.

`jost_zero_norm` evaluates the exterior integral by the substitution x = 2mr. `jost_zero_isolated` uses the non-zero derivative to show that no other zero lies close to m.

`squareWell_witness` verifies every field of the structure for U = −2, R = 3π/4 and 0 < m < √2, with interior wave number `wellK m` = √(2 − m²). At m = 1 this wave number is 1, and the value at the origin is proportional to cos(3π/4) + sin(3π/4) = 0. The theorems therefore apply to an actual bound state.
